# The closed-form Dirac–Coulomb mean radius lies below its Schrödinger value at fixed nuclear charge

The mean radius of a Dirac level can enter a formal statement as an integral over spinors or as the closed formula which that integral gives. Here it is the closed formula, taken as a definition. The Dirac equation is not solved; for nodeless states only, the formula is also recovered by averaging r over a given radial density.

The nuclear charge Z and the coupling x are independent real numbers. In physics x = Zα, with α the fine-structure constant, so x → 0 at fixed Z means letting the speed of light go to infinity. The model has one electron and a point nucleus. The result is the one-electron counterpart of the direct relativistic contraction of inner shells in heavy atoms, which a nonrelativistic treatment misses.

## Quantum numbers and radii

```lean
import Mathlib

open Filter Topology Set MeasureTheory

namespace DiracMeanRadius

noncomputable section
```

This loads Mathlib and opens the notation for limits, intervals and integrals.

```lean
/-- The exponent `γ = √(κ² - x²)` of the Dirac-Coulomb radial functions at the origin,
for coupling `0 ≤ x ≤ |κ|`. -/
def gam (κ : ℤ) (x : ℝ) : ℝ := √((κ : ℝ) ^ 2 - x ^ 2)
```

The integer κ is the Dirac angular quantum number, and `(κ : ℝ)` is the same number read as a real. The definition says

γ = √(κ² − x²).

Near the nucleus the radial functions behave as r^γ. Here they are r times the radial parts of the spinor, so the sum of their squares is the probability density in r, with no further weight r².

```lean
/-- The apparent principal quantum number `N = √((nr + γ)² + x²)`. -/
def apparentN (κ : ℤ) (nr : ℕ) (x : ℝ) : ℝ := √((nr + gam κ x) ^ 2 + x ^ 2)
```

The natural number nr is the radial quantum number, and

N = √((nr + γ)² + x²).

In the radius below, both N and nr + γ take the place of the principal quantum number; for 0 ≤ x < |κ| they are equal only at x = 0.

```lean
/-- The closed formula for the mean radius of a Dirac-Coulomb level in atomic units,
for `Z > 0`, `κ ≠ 0` and `0 ≤ x < |κ|`; bound states with `κ > 0` have `nr ≥ 1`. -/
def diracRadius (Z : ℝ) (κ : ℤ) (nr : ℕ) (x : ℝ) : ℝ :=
  ((gam κ x + nr) * (3 * apparentN κ nr x ^ 2 - (κ : ℝ) ^ 2) - κ * apparentN κ nr x) /
    (2 * Z * apparentN κ nr x)
```

In atomic units, the Dirac mean radius is

R(x) = [(γ + nr)(3N² − κ²) − κN] / (2ZN).

The theorems that assume only κ ≠ 0 also admit nr = 0 with κ > 0, where the formula makes sense but no bound state exists.

```lean
/-- The Schrödinger mean radius `(3n² - κ(κ+1)) / (2Z)` with `n = nr + |κ|`, for `Z > 0`. -/
def schrodingerRadius (Z : ℝ) (κ : ℤ) (nr : ℕ) : ℝ :=
  (3 * (nr + |(κ : ℝ)|) ^ 2 - κ * (κ + 1)) / (2 * Z)
```

With n = nr + |κ|, the Schrödinger radius is

R_S = (3n² − κ(κ + 1)) / (2Z).

This is the usual expression, because κ(κ + 1) = l(l + 1) for either sign of κ, where l is the orbital quantum number of the large component.

```lean
/-- The unnormalised radial density `r^(2γ) exp(-2Zr/|κ|)`, at `r > 0`, of the Dirac-Coulomb bound
state with `nr = 0`, for `Z > 0`, `κ < 0` and `0 ≤ x < |κ|`. -/
def nodelessDensity (Z : ℝ) (κ : ℤ) (x r : ℝ) : ℝ :=
  r ^ (2 * gam κ x) * Real.exp (-(2 * Z / |(κ : ℝ)| * r))
```

Here a nodeless state means a bound state with nr = 0, which exists only for κ < 0. Both its radial functions are proportional to r^γ exp(−Zr/|κ|). The sum of their squares is therefore proportional to the density defined here. It is unnormalised, so an average must be divided by its integral.

## Contraction at every coupling

```lean
/-- For coupling `0 ≤ x < |κ|`, the apparent quantum number obeys
`N² = nr² + 2 nr γ + κ²`. -/
theorem apparentN_sq {κ : ℤ} (nr : ℕ) {x : ℝ} (h0 : 0 ≤ x) (hx : x < |(κ : ℝ)|) :
    apparentN κ nr x ^ 2 = (nr : ℝ) ^ 2 + 2 * nr * gam κ x + (κ : ℝ) ^ 2 := by
  have h := pow_lt_pow_left₀ hx h0 two_ne_zero
  rw [sq_abs] at h
  have hg : gam κ x ^ 2 = (κ : ℝ) ^ 2 - x ^ 2 := Real.sq_sqrt (by linarith)
  rw [apparentN, Real.sq_sqrt (by positivity)]
  linear_combination hg
```

The hypotheses `h0` and `hx` say 0 ≤ x < |κ|. By hand, γ² + x² = κ², so

N² = nr² + 2 nr γ + γ² + x² = nr² + 2 nr γ + κ².

Hence N ≥ |κ|. In Lean, `hg` is the identity for γ², and `linear_combination hg` does the substitution.

```lean
/-- At zero coupling the Dirac mean radius equals the Schrödinger one, for `Z > 0` and
`κ ≠ 0`. -/
theorem diracRadius_zero {Z : ℝ} (hZ : 0 < Z) {κ : ℤ} (hκ : κ ≠ 0) (nr : ℕ) :
    diracRadius Z κ nr 0 = schrodingerRadius Z κ nr := by
  have hk : 0 < |(κ : ℝ)| := abs_pos.mpr (Int.cast_ne_zero.mpr hκ)
  have hn : 0 < (nr : ℝ) + |(κ : ℝ)| := by positivity
  have hg : gam κ 0 = |(κ : ℝ)| := by simp [gam, Real.sqrt_sq_eq_abs]
  have hN : apparentN κ nr 0 = nr + |(κ : ℝ)| := by
    rw [apparentN, hg, zero_pow two_ne_zero, add_zero, Real.sqrt_sq hn.le]
  have h2Z : 0 < 2 * Z := by positivity
  rw [diracRadius, schrodingerRadius, hg, hN,
    div_eq_div_iff (mul_pos h2Z hn).ne' h2Z.ne']
  ring
```

At x = 0 we have γ = |κ| and N = n, so

R(0) = [n(3n² − κ²) − κn] / (2Zn) = (3n² − κ² − κ) / (2Z) = R_S.

Lean proves the two values as `hg` and `hN`, clears the denominators and finishes with `ring`.

```lean
/-- At fixed `Z > 0` and `κ ≠ 0`, the Dirac mean radius shrinks strictly as the coupling
`x` grows from `0` towards `|κ|`. -/
theorem diracRadius_strictAnti {Z : ℝ} (hZ : 0 < Z) {κ : ℤ} (hκ : κ ≠ 0) (nr : ℕ) :
    StrictAntiOn (diracRadius Z κ nr) (Ico 0 |(κ : ℝ)|) := by
  intro x hx y hy hxy
  have hk : 0 < |(κ : ℝ)| := abs_pos.mpr (Int.cast_ne_zero.mpr hκ)
  have hnr : (0 : ℝ) ≤ nr := Nat.cast_nonneg nr
  have hy2 := pow_lt_pow_left₀ hy.2 hy.1 two_ne_zero
  rw [sq_abs] at hy2
  have hxy2 := pow_lt_pow_left₀ hxy hx.1 two_ne_zero
  have hg : gam κ y < gam κ x := Real.sqrt_lt_sqrt (by linarith) (by linarith)
  have hgy : 0 ≤ gam κ y := Real.sqrt_nonneg _
  have hgx : 0 ≤ gam κ x := Real.sqrt_nonneg _
  have sx := apparentN_sq nr hx.1 hx.2
  have sy := apparentN_sq nr hy.1 hy.2
  have px : 0 ≤ apparentN κ nr x := Real.sqrt_nonneg _
  have hm := mul_le_mul_of_nonneg_left hg.le hnr
  have hN : apparentN κ nr y ≤ apparentN κ nr x :=
    le_of_not_gt fun h => by
      have := pow_lt_pow_left₀ h px two_ne_zero
      linarith
  have hNy : 0 < apparentN κ nr y := by
    refine lt_of_le_of_ne (Real.sqrt_nonneg _) fun h => ?_
    rw [← h] at sy
    have h1 : 0 < (κ : ℝ) ^ 2 := by rw [← sq_abs]; positivity
    have h2 := mul_nonneg hnr hgy
    nlinarith [sq_nonneg (nr : ℝ)]
  have hNx := hNy.trans_le hN
  -- separate the two monotone factors
  have form : ∀ z, 0 < apparentN κ nr z → diracRadius Z κ nr z =
      ((gam κ z + nr) * (3 * apparentN κ nr z - (κ : ℝ) ^ 2 / apparentN κ nr z) - κ) /
        (2 * Z) := by
    intro z hz
    unfold diracRadius
    field_simp
  have hdiv : (κ : ℝ) ^ 2 / apparentN κ nr x ≤ (κ : ℝ) ^ 2 / apparentN κ nr y := by
    gcongr
  have hle : (κ : ℝ) ^ 2 / apparentN κ nr y ≤ apparentN κ nr y := by
    rw [div_le_iff₀ hNy]
    nlinarith [mul_nonneg hnr hgy, sq_nonneg (nr : ℝ)]
  rw [form x hNx, form y hNy]
  refine div_lt_div_of_pos_right (sub_lt_sub_right ?_ _) (by positivity)
  exact mul_lt_mul (by linarith) (by linarith) (by linarith) (by linarith)
```

`StrictAntiOn` on `Ico 0 |(κ : ℝ)|` says that R is strictly decreasing for 0 ≤ x < |κ|. Dividing the definition through by N gives

2Z R + κ = (γ + nr)(3N − κ²/N).

Take x < y in the interval.

- The first factor falls strictly, since γ(y) < γ(x).
- N does not increase, by the formula for N². Therefore 3N − κ²/N does not increase either.
- The second factor is positive: N ≥ |κ| gives κ²/N ≤ N, so it is at least 2N.

The product therefore falls strictly. Lean's `form` is the factorisation, `hdiv` and `hle` are the two facts about κ²/N, and `mul_lt_mul` combines the factors.

Claiming that both factors fall strictly would be wrong: for nr = 0, N = |κ| at every coupling. In that case the strictness comes from the first factor alone.

```lean
/-- For `Z > 0` and `κ ≠ 0`, the Dirac mean radius lies strictly below the Schrödinger one
at every coupling `0 < x < |κ|`, and tends to it as `x → 0` at fixed `Z`. -/
theorem relativistic_contraction {Z : ℝ} (hZ : 0 < Z) {κ : ℤ} (hκ : κ ≠ 0) (nr : ℕ) :
    (∀ x, 0 < x → x < |(κ : ℝ)| → diracRadius Z κ nr x < schrodingerRadius Z κ nr) ∧
      Tendsto (diracRadius Z κ nr) (𝓝[>] 0) (𝓝 (schrodingerRadius Z κ nr)) := by
  have hk : 0 < |(κ : ℝ)| := abs_pos.mpr (Int.cast_ne_zero.mpr hκ)
  rw [← diracRadius_zero hZ hκ nr]
  refine ⟨fun x h0 hx =>
    diracRadius_strictAnti hZ hκ nr ⟨le_rfl, hk⟩ ⟨h0.le, hx⟩ h0, ?_⟩
  have hg : Continuous (fun x => gam κ x) := by unfold gam; fun_prop
  have hN : Continuous (fun x => apparentN κ nr x) := by unfold apparentN; fun_prop
  have hN0 : apparentN κ nr 0 ≠ 0 := by
    intro h
    have s := apparentN_sq nr le_rfl hk
    have hg0 : 0 ≤ gam κ 0 := Real.sqrt_nonneg _
    have h1 : 0 < (κ : ℝ) ^ 2 := by rw [← sq_abs]; positivity
    have h2 : 0 ≤ (nr : ℝ) ^ 2 + 2 * nr * gam κ 0 := by positivity
    rw [h] at s
    linarith
  have hc : ContinuousAt (diracRadius Z κ nr) 0 :=
    ContinuousAt.div (Continuous.continuousAt (by fun_prop))
      (Continuous.continuousAt (by fun_prop)) (mul_ne_zero (by positivity) hN0)
  exact hc.tendsto.mono_left nhdsWithin_le_nhds
```

The first half says R(x) < R_S for every 0 < x < |κ|. It is the previous theorem applied to the points 0 and x, with R(0) = R_S.

The second half says R(x) → R_S; `𝓝[>] 0` means that x approaches 0 from above. By hand, γ and N are continuous and N(0) = n > 0, so the quotient R is continuous at 0. Lean's `hc` is this continuity.

## The leading contraction

```lean
/-- For `Z > 0`, `κ ≠ 0` and `n = nr + |κ|`, the contraction divided by `x²` tends to
`(6n - 3|κ| - |κ|³/n²) / (4|κ|Z)` as `x → 0`. -/
theorem leading_contraction {Z : ℝ} (hZ : 0 < Z) {κ : ℤ} (hκ : κ ≠ 0) (nr : ℕ) :
    Tendsto (fun x => (schrodingerRadius Z κ nr - diracRadius Z κ nr x) / x ^ 2) (𝓝[>] 0)
      (𝓝 ((6 * (nr + |(κ : ℝ)|) - 3 * |(κ : ℝ)| - |(κ : ℝ)| ^ 3 / (nr + |(κ : ℝ)|) ^ 2) /
        (4 * |(κ : ℝ)| * Z))) := by
  have hk : 0 < |(κ : ℝ)| := abs_pos.mpr (Int.cast_ne_zero.mpr hκ)
  have hn : 0 < (nr : ℝ) + |(κ : ℝ)| := by positivity
  have hs : √((κ : ℝ) ^ 2) = |(κ : ℝ)| := Real.sqrt_sq_eq_abs _
  have hs2 : √(((nr : ℝ) + |(κ : ℝ)|) ^ 2) = nr + |(κ : ℝ)| := Real.sqrt_sq hn.le
  have e1 : (2 : ℕ) - 1 = 1 := rfl
  -- the radius is a differentiable function of t = x²
  have key : ∃ F : ℝ → ℝ, (∀ x, diracRadius Z κ nr x = F (x ^ 2)) ∧ HasDerivAt F
      (-((6 * (nr + |(κ : ℝ)|) - 3 * |(κ : ℝ)| - |(κ : ℝ)| ^ 3 / (nr + |(κ : ℝ)|) ^ 2) /
        (4 * |(κ : ℝ)| * Z))) 0 := by
    have hg : HasDerivAt (fun t : ℝ => √((κ : ℝ) ^ 2 - t)) (-1 / (2 * |(κ : ℝ)|)) 0 := by
      refine (((hasDerivAt_id' (0 : ℝ)).const_sub ((κ : ℝ) ^ 2)).sqrt ?_).congr_deriv ?_
      · simp [hκ]
      · simp only [sub_zero, hs]
    have hN : HasDerivAt (fun t : ℝ => √((nr + √((κ : ℝ) ^ 2 - t)) ^ 2 + t))
        (-nr / (2 * |(κ : ℝ)| * (nr + |(κ : ℝ)|))) 0 := by
      refine ((((hg.const_add (nr : ℝ)).fun_pow 2).fun_add
        (hasDerivAt_id' (0 : ℝ))).sqrt ?_).congr_deriv ?_
      · simp only [sub_zero, add_zero, hs]
        exact (pow_pos hn 2).ne'
      · simp only [sub_zero, add_zero, hs, hs2, e1, pow_one, Nat.cast_ofNat]
        field_simp
        ring
    refine ⟨fun t => ((√((κ : ℝ) ^ 2 - t) + nr) *
      (3 * √((nr + √((κ : ℝ) ^ 2 - t)) ^ 2 + t) ^ 2 - (κ : ℝ) ^ 2) -
      κ * √((nr + √((κ : ℝ) ^ 2 - t)) ^ 2 + t)) /
      (2 * Z * √((nr + √((κ : ℝ) ^ 2 - t)) ^ 2 + t)), fun x => rfl, ?_⟩
    refine ((((hg.add_const (nr : ℝ)).fun_mul
      (((hN.fun_pow 2).const_mul 3).sub_const ((κ : ℝ) ^ 2))).fun_sub
      (hN.const_mul (κ : ℝ))).fun_div (hN.const_mul (2 * Z)) ?_).congr_deriv ?_
    · simp only [sub_zero, add_zero, hs, hs2]
      positivity
    · simp only [sub_zero, add_zero, hs, hs2, e1, pow_one, Nat.cast_ofNat]
      rw [← sq_abs (κ : ℝ)]
      generalize |(κ : ℝ)| = k at hk hn ⊢
      field_simp
      ring
  obtain ⟨F, hF, hd⟩ := key
  have h0 : F 0 = schrodingerRadius Z κ nr := by
    have h := hF 0
    rw [diracRadius_zero hZ hκ, zero_pow two_ne_zero] at h
    exact h.symm
  have hsq : Tendsto (fun x : ℝ => x ^ 2) (𝓝[>] 0) (𝓝[≠] 0) := by
    refine tendsto_nhdsWithin_iff.mpr ⟨?_, ?_⟩
    · exact ((continuous_pow 2).tendsto' (0 : ℝ) 0 (by simp)).mono_left nhdsWithin_le_nhds
    · filter_upwards [self_mem_nhdsWithin] with x hx
      exact pow_ne_zero 2 (ne_of_gt hx)
  have h := (hd.tendsto_slope.comp hsq).neg
  rw [neg_neg] at h
  refine h.congr fun x => ?_
  simp only [Function.comp_apply, slope_def_field, h0, hF, sub_zero]
  ring
```

This theorem gives the size of the effect at weak coupling:

(R_S − R(x)) / x² → (6n − 3|κ| − |κ|³/n²) / (4|κ|Z).

Set t = x² and k = |κ|, and differentiate at t = 0:

dγ/dt = −1/(2k)

dN/dt = −nr/(2kn)

The second line follows from the formula for N². The factorised radius then gives

2Z dR/dt = −(1/(2k)) [3n − k²/n + nr(3 + k²/n²)].

Inserting nr = n − k turns the bracket into 6n − 3k − k³/n². Dividing by 2Z and changing the sign gives the stated limit.

In Lean, `key` supplies R as a function F of t together with its derivative, found by the quotient rule. `hsq` says that x² tends to 0 without being 0, so the difference quotient of F tends to that derivative.

## Nodeless states from their density

```lean
/-- For `κ < 0` and `0 ≤ x < |κ|`, the nodeless level has mean radius
`|κ| (2γ + 1) / (2Z)`, with `Z > 0`. -/
theorem diracRadius_nodeless {Z : ℝ} (hZ : 0 < Z) {κ : ℤ} (hκ : κ < 0) {x : ℝ}
    (h0 : 0 ≤ x) (hx : x < |(κ : ℝ)|) :
    diracRadius Z κ 0 x = |(κ : ℝ)| * (2 * gam κ x + 1) / (2 * Z) := by
  have hN : apparentN κ 0 x = |(κ : ℝ)| := by
    have s := apparentN_sq 0 h0 hx
    have p : 0 ≤ apparentN κ 0 x := Real.sqrt_nonneg _
    rw [← Real.sqrt_sq p, s, ← Real.sqrt_sq_eq_abs]
    simp
  have hc : (κ : ℝ) < 0 := Int.cast_lt_zero.mpr hκ
  rw [diracRadius, hN]
  obtain ⟨k, hk⟩ : ∃ k : ℝ, k = |(κ : ℝ)| := ⟨_, rfl⟩
  have hck : (κ : ℝ) = -k := by rw [hk, abs_of_neg hc, neg_neg]
  have hkp : 0 < k := by linarith
  rw [← hk, hck, Nat.cast_zero,
    div_eq_div_iff (by positivity) (by positivity)]
  ring
```

For nr = 0 and κ < 0 we have N = k and κ = −k, so

R = [γ(3k² − k²) + k²] / (2Zk) = k(2γ + 1) / (2Z).

Lean makes the same substitutions through `hN` and `hck`.

```lean
/-- For `Z > 0`, `κ < 0` and `0 ≤ x < |κ|`, averaging `r` over the nodeless radial density
gives the closed formula for the mean radius at `nr = 0`. -/
theorem nodeless_average {Z : ℝ} (hZ : 0 < Z) {κ : ℤ} (hκ : κ < 0) {x : ℝ}
    (h0 : 0 ≤ x) (hx : x < |(κ : ℝ)|) :
    (∫ r in Ioi (0 : ℝ), r * nodelessDensity Z κ x r) /
      (∫ r in Ioi (0 : ℝ), nodelessDensity Z κ x r) = diracRadius Z κ 0 x := by
  have hk : 0 < |(κ : ℝ)| := h0.trans_lt hx
  have hg : 0 ≤ gam κ x := Real.sqrt_nonneg _
  rw [diracRadius_nodeless hZ hκ h0 hx]
  unfold nodelessDensity
  generalize gam κ x = g at hg ⊢
  have hb : 0 < 2 * Z / |(κ : ℝ)| := by positivity
  have ha : 0 < 2 * g + 1 := by positivity
  -- both integrals are Gamma integrals
  have hden := Real.integral_rpow_mul_exp_neg_mul_Ioi ha hb
  have hnum := Real.integral_rpow_mul_exp_neg_mul_Ioi (add_pos ha one_pos) hb
  rw [add_sub_cancel_right] at hden hnum
  have hshift : (∫ r in Ioi (0 : ℝ),
      r * (r ^ (2 * g) * Real.exp (-(2 * Z / |(κ : ℝ)| * r)))) =
      ∫ r in Ioi (0 : ℝ), r ^ (2 * g + 1) * Real.exp (-(2 * Z / |(κ : ℝ)| * r)) := by
    refine setIntegral_congr_fun measurableSet_Ioi fun r hr => ?_
    have hr0 : r ≠ 0 := ne_of_gt hr
    simp only [Real.rpow_add_one hr0]
    ring
  have hG := Real.Gamma_pos_of_pos ha
  have hp : 0 < (1 / (2 * Z / |(κ : ℝ)|)) ^ (2 * g + 1) :=
    Real.rpow_pos_of_pos (by positivity) _
  rw [hshift, hnum, hden, Real.Gamma_add_one ha.ne',
    Real.rpow_add_one (one_div_pos.mpr hb).ne']
  generalize (1 / (2 * Z / |(κ : ℝ)|)) ^ (2 * g + 1) = p at hp ⊢
  generalize Real.Gamma (2 * g + 1) = G at hG ⊢
  field_simp

end

end DiracMeanRadius
```

The left side is the normalised average of r over `Ioi (0 : ℝ)`, the half-line r > 0. Put a = 2γ + 1 and b = 2Z/k. The two integrals are

∫ r^(2γ) exp(−br) dr = Γ(a)/b^a

∫ r^(2γ+1) exp(−br) dr = Γ(a + 1)/b^(a+1)

Since Γ(a + 1) = aΓ(a), their ratio is a/b = k(2γ + 1)/(2Z), the radius just found. `hden` and `hnum` are the two Gamma integrals, and `hshift` absorbs the extra factor r into the power.

One more power of r, worked by hand and not stated in the Lean code, gives the nodeless mean square radius

⟨r²⟩ = k²(2γ + 1)(2γ + 2) / (4Z²),

which also shrinks as x grows, because γ does.

```lean
#print axioms DiracMeanRadius.diracRadius_zero
#print axioms DiracMeanRadius.relativistic_contraction
#print axioms DiracMeanRadius.leading_contraction
#print axioms DiracMeanRadius.nodeless_average
```

```
'DiracMeanRadius.diracRadius_zero' depends on axioms: [propext, Classical.choice, Quot.sound]
'DiracMeanRadius.relativistic_contraction' depends on axioms: [propext, Classical.choice, Quot.sound]
'DiracMeanRadius.leading_contraction' depends on axioms: [propext, Classical.choice, Quot.sound]
'DiracMeanRadius.nodeless_average' depends on axioms: [propext, Classical.choice, Quot.sound]
```
